# Two fragments coupled only to each other: odd-order traces vanish and the determinant is even in the coupling

## Two sites

Take one oscillator coordinate on each of two fragments. The matrix D holds one number for each fragment, V holds the coupling x between them, and a real number g scales the coupling. Written row by row,

D = (a, 0; 0, b),  V = (0, x; x, 0).

Then DV = (0, ax; bx, 0) and (DV)² = abx²·1. An odd power of DV is a multiple of DV itself, so its diagonal is zero and its trace vanishes. Likewise

det(D + gV) = ab − g²x²,

which is the same for g and −g. Each application of V moves the excitation to the other fragment, and only an even number of moves brings it back.

## Where the traces and determinants occur

In a model of coupled harmonic oscillators, D can be read in two ways. If D is the polarisability of the separate fragments at a fixed imaginary frequency, the interaction is governed by ln det(1 + gDV), whose expansion for small g is

ln det(1 + gDV) = Σ_{k≥1} (−1)^{k+1} g^k tr((DV)^k)/k.

The order-k dispersion term is the frequency integral of the k-th trace, up to a prefactor. If D is instead the mass-weighted stiffness matrix of the separate fragments and V the mass-weighted coupling between them, the eigenvalues of D + gV are the squared frequencies of the coupled system. As long as all of them are positive, the system is stable and they fix its zero-point energy.

For such a harmonic model of two fragments, dispersion therefore has only even orders in the coupling, provided that each term of the interaction is a product of one coordinate of each fragment and that all coupling inside a fragment is contained in D.

## The statement for any two-fragment splitting

Let a finite set of coordinates be divided between two fragments. Let D be a real matrix with no entries between the fragments, V a real matrix with none inside a fragment, and g a real number. Then:

- tr((DV)^k) = 0 for every odd k;
- det(D + gV) = det(D − gV);
- D + gV and D − gV have the same characteristic polynomial.

In Lean the splitting is a label `s : n → Bool` on the index type `n`. `BlockDiagonal s D` says that `D i j = 0` when the labels differ, and `BlockOffDiagonal s V` says that `V i j = 0` when they agree. The theorem `odd_orders_vanish` contains the three claims in this order. Neither symmetry nor invertibility is required, and a fragment may be empty.

The condition on V is assumed; it stands for the physical choice of treating each fragment's internal interactions as already included in its own response, and it excludes an interaction, such as a spring between the fragments, that also adds entries inside a fragment. The logarithmic expansion, the frequency integral and the zero-point energy belong to the physical reading and do not appear in the theorems.

## Reversing one fragment

Let σ_i be +1 on one fragment and −1 on the other, and let P be the diagonal matrix with entries σ_i. Since σ_i² = 1, P² = 1. Entry by entry,

(PD)_ij = σ_i D_ij,  (DP)_ij = D_ij σ_j.

These agree when i and j share a fragment, and both vanish otherwise, so PD = DP. For V the nonzero entries have σ_i = −σ_j, so PV = −VP. Hence

P(DV) = DPV = −(DV)P,

and, repeating this k times, P(DV)^k = (−1)^k (DV)^k P. For odd k, evaluate tr(P(DV)^k P) in two ways. Cyclicity and P² = 1 give tr((DV)^k). Moving the left P through the power gives −tr((DV)^k). The trace equals its own negative and is zero.

For the determinant,

(D − gV)P = PD + gPV = P(D + gV),

and multiplying by P from the left gives D + gV = P(D − gV)P. Therefore

det(D + gV) = det((D − gV)PP) = det(D − gV),

det(λ1 − D − gV) = det(P(λ1 − D + gV)P) = det(λ1 − D + gV).

## Polarisabilities and an interaction tensor

Let the fragments have polarisabilities α and β, and let T couple them. With D = (α, 0; 0, β) and V = (0, T; Tᵀ, 0),

DV = (0, αT; βTᵀ, 0),

(DV)² = (αTβTᵀ, 0; 0, βTᵀαT).

The two diagonal blocks have equal traces by cyclicity, so tr((DV)²) = 2 tr(αTβTᵀ). For the determinant, set B = gαT and C = gβTᵀ. The factorisation

(1, B; C, 1) = (1 − BC, B; 0, 1)(1, 0; C, 1)

gives det(1 + gDV) = det(1 − g²αTβTᵀ), in which g enters only through its square.

In the file these matrices are `response α β` and `coupling T`, indexed by `a ⊕ b`, and the label is `Sum.isLeft`. Here `a` and `b` are the index types for the coordinates of the two fragments, not the numbers of the two-site example. The theorem `fragments_witness` shows that they satisfy the two block conditions.

## Three mutually coupled sites restore the odd orders

For three sites with one coordinate each, let D = diag(a, b, c) and let x, y, z couple the pairs 12, 13 and 23. An excitation can now return after three moves. There are three starting sites and two directions, each contributing abcxyz, so

tr((DV)³) = 6abcxyz.

The determinant is

det(D + gV) = abc − g²(az² + by² + cx²) + 2g³xyz,

and subtracting its value at −g leaves 4g³xyz. With all three couplings nonzero, no division into two fragments makes V block off-diagonal, because two of the sites must share a fragment.

## The Lean file

```lean
import Mathlib

open Matrix

namespace BipartiteDispersion

noncomputable section

variable {n : Type*} [Fintype n] [DecidableEq n]

/-- The matrix `D` has no entries connecting the two fragments labelled by `s`. -/
def BlockDiagonal (s : n → Bool) (D : Matrix n n ℝ) : Prop :=
  ∀ i j, s i ≠ s j → D i j = 0

/-- The matrix `V` has no entries within either of the fragments labelled by `s`. -/
def BlockOffDiagonal (s : n → Bool) (V : Matrix n n ℝ) : Prop :=
  ∀ i j, s i = s j → V i j = 0

/-- The sign of a coordinate: `+1` on one fragment and `-1` on the other. -/
def sgn (s : n → Bool) (i : n) : ℝ := if s i = true then 1 else -1

/-- The fragment parity, which reverses all coordinates of one fragment. -/
def parity (s : n → Bool) : Matrix n n ℝ := Matrix.diagonal (sgn s)

/-- Applying the fragment parity twice restores every coordinate. -/
theorem parity_mul_self (s : n → Bool) : parity s * parity s = 1 := by
  have h : (fun i => sgn s i * sgn s i) = fun _ => (1 : ℝ) := by
    funext i
    cases hi : s i <;> simp [sgn, hi]
  rw [parity, Matrix.diagonal_mul_diagonal, h]
  exact Matrix.diagonal_one

/-- The fragment parity commutes with a block-diagonal matrix. -/
theorem parity_commutes {s : n → Bool} {D : Matrix n n ℝ} (hD : BlockDiagonal s D) :
    parity s * D = D * parity s := by
  ext i j
  rw [parity, Matrix.diagonal_mul, Matrix.mul_diagonal]
  by_cases h : s i = s j
  · have e : sgn s i = sgn s j := by simp only [sgn, h]
    rw [e]
    ring
  · rw [hD i j h]
    ring

/-- The fragment parity anticommutes with a coupling between the fragments. -/
theorem parity_anticommutes {s : n → Bool} {V : Matrix n n ℝ}
    (hV : BlockOffDiagonal s V) : parity s * V = -(V * parity s) := by
  ext i j
  rw [Matrix.neg_apply, parity, Matrix.diagonal_mul, Matrix.mul_diagonal]
  by_cases h : s i = s j
  · rw [hV i j h]
    ring
  · have e : sgn s i = -sgn s j := by
      cases hi : s i <;> cases hj : s j <;> simp_all [sgn]
    rw [e]
    ring

/-- Reversing the sign of the coupling is the same as conjugating with the
fragment parity. -/
theorem coupling_reversal {s : n → Bool} {D V : Matrix n n ℝ}
    (hD : BlockDiagonal s D) (hV : BlockOffDiagonal s V) (g : ℝ) :
    D + g • V = parity s * ((D - g • V) * parity s) := by
  have h : (D - g • V) * parity s = parity s * (D + g • V) := by
    rw [sub_mul, mul_add, parity_commutes hD, Matrix.mul_smul,
      parity_anticommutes hV, Matrix.smul_mul, smul_neg, sub_eq_add_neg]
  rw [h, ← mul_assoc, parity_mul_self, one_mul]

/-- For two fragments coupled only to each other, the traces of all odd powers of `D * V`
vanish, and the determinant and the characteristic polynomial of `D + g V` are
unchanged when the coupling strength `g` changes sign. -/
theorem odd_orders_vanish {s : n → Bool} {D V : Matrix n n ℝ}
    (hD : BlockDiagonal s D) (hV : BlockOffDiagonal s V) :
    (∀ k : ℕ, Odd k → ((D * V) ^ k).trace = 0) ∧
    (∀ g : ℝ, (D + g • V).det = (D - g • V).det) ∧
    (∀ g : ℝ, (D + g • V).charpoly = (D - g • V).charpoly) := by
  refine ⟨fun k hk => ?_, fun g => ?_, fun g => ?_⟩
  · -- the parity carries `D * V` to its negative, hence also every odd power
    have h : SemiconjBy (parity s) (D * V) (-(D * V)) := by
      change parity s * (D * V) = -(D * V) * parity s
      rw [← mul_assoc, parity_commutes hD, mul_assoc, parity_anticommutes hV]
      noncomm_ring
    have hp := (h.pow_right k).eq
    -- the trace of the conjugated power, evaluated in two ways
    have e1 : (parity s * (D * V) ^ k * parity s).trace = ((D * V) ^ k).trace := by
      rw [Matrix.trace_mul_comm, ← mul_assoc, parity_mul_self, one_mul]
    have e2 : (parity s * (D * V) ^ k * parity s).trace = -((D * V) ^ k).trace := by
      rw [hp, hk.neg_pow, mul_assoc, parity_mul_self, mul_one, Matrix.trace_neg]
    linarith
  · rw [coupling_reversal hD hV g, Matrix.det_mul_comm, mul_assoc,
      parity_mul_self, mul_one]
  · rw [coupling_reversal hD hV g, Matrix.charpoly_mul_comm, mul_assoc,
      parity_mul_self, mul_one]

section Fragments

variable {a b : Type*} [Fintype a] [DecidableEq a] [Fintype b] [DecidableEq b]

/-- The joint polarisability of two separate fragments. -/
def response (α : Matrix a a ℝ) (β : Matrix b b ℝ) : Matrix (a ⊕ b) (a ⊕ b) ℝ :=
  Matrix.fromBlocks α 0 0 β

/-- The symmetric coupling of two fragments through the interaction tensor `T`. -/
def coupling (T : Matrix a b ℝ) : Matrix (a ⊕ b) (a ⊕ b) ℝ :=
  Matrix.fromBlocks 0 T Tᵀ 0

omit [Fintype a] [DecidableEq a] [Fintype b] [DecidableEq b] in
/-- The joint polarisability is block diagonal and the coupling block off-diagonal
for the splitting into the two fragments. -/
theorem fragments_witness (α : Matrix a a ℝ) (β : Matrix b b ℝ) (T : Matrix a b ℝ) :
    BlockDiagonal Sum.isLeft (response α β) ∧
    BlockOffDiagonal Sum.isLeft (coupling T) := by
  constructor
  · intro i j h
    rcases i with i | i <;> rcases j with j | j <;> simp_all [response]
  · intro i j h
    rcases i with i | i <;> rcases j with j | j <;> simp_all [coupling]

/-- The second-order trace is twice the trace of polarisability, interaction,
polarisability and interaction back. -/
theorem second_order_trace (α : Matrix a a ℝ) (β : Matrix b b ℝ) (T : Matrix a b ℝ) :
    ((response α β * coupling T) ^ 2).trace = 2 * (α * T * β * Tᵀ).trace := by
  -- the trace of a block matrix is the sum of the traces of its diagonal blocks
  have ht : ∀ (A : Matrix a a ℝ) (B : Matrix a b ℝ) (C : Matrix b a ℝ) (D : Matrix b b ℝ),
      (Matrix.fromBlocks A B C D).trace = A.trace + D.trace := by
    intro A B C D
    simp [Matrix.trace, Fintype.sum_sum_type]
  rw [response, coupling, pow_two, Matrix.fromBlocks_multiply,
    Matrix.fromBlocks_multiply, ht]
  simp only [Matrix.zero_mul, Matrix.mul_zero, add_zero, zero_add]
  rw [Matrix.trace_mul_comm (β * Tᵀ) (α * T), ← two_mul, Matrix.mul_assoc (α * T) β Tᵀ]

/-- The coupling determinant of two fragments reduces to a determinant on one fragment,
in which the coupling strength enters only through its square. -/
theorem coupling_determinant (α : Matrix a a ℝ) (β : Matrix b b ℝ) (T : Matrix a b ℝ)
    (g : ℝ) :
    (1 + g • (response α β * coupling T)).det
      = (1 - g ^ 2 • (α * T * β * Tᵀ)).det := by
  have h : 1 + g • (response α β * coupling T)
      = Matrix.fromBlocks 1 (g • (α * T)) (g • (β * Tᵀ)) 1 := by
    rw [response, coupling, Matrix.fromBlocks_multiply, ← Matrix.fromBlocks_one,
      Matrix.fromBlocks_smul, Matrix.fromBlocks_add]
    simp
  -- eliminate the second fragment by its Schur complement
  rw [h, Matrix.det_fromBlocks_one₂₂]
  simp only [Matrix.smul_mul, Matrix.mul_smul, smul_smul, pow_two, Matrix.mul_assoc]

end Fragments

/-- For three mutually coupled sites the third-order trace is six times the product of the
polarisabilities and couplings, and the determinant has a part odd in `g`. -/
theorem three_sites_odd_order (a b c x y z g : ℝ) :
    ((!![a, 0, 0; 0, b, 0; 0, 0, c] * !![0, x, y; x, 0, z; y, z, 0]) ^ 3).trace
      = 6 * (a * b * c) * (x * y * z) ∧
    (!![a, 0, 0; 0, b, 0; 0, 0, c] + g • !![0, x, y; x, 0, z; y, z, 0]).det
      - (!![a, 0, 0; 0, b, 0; 0, 0, c] - g • !![0, x, y; x, 0, z; y, z, 0]).det
      = 4 * g ^ 3 * (x * y * z) := by
  constructor
  · simp only [pow_succ, pow_zero, one_mul, Matrix.trace_fin_three, Matrix.mul_apply,
      Fin.sum_univ_three]
    simp
    ring
  · simp only [Matrix.det_fin_three, Matrix.add_apply, Matrix.sub_apply, Matrix.smul_apply]
    simp
    ring

end

end BipartiteDispersion
```

```lean
#print axioms BipartiteDispersion.odd_orders_vanish
-- 'BipartiteDispersion.odd_orders_vanish' depends on axioms: [propext, Classical.choice, Quot.sound]
#print axioms BipartiteDispersion.second_order_trace
-- 'BipartiteDispersion.second_order_trace' depends on axioms: [propext, Classical.choice, Quot.sound]
#print axioms BipartiteDispersion.coupling_determinant
-- 'BipartiteDispersion.coupling_determinant' depends on axioms: [propext, Classical.choice, Quot.sound]
#print axioms BipartiteDispersion.three_sites_odd_order
-- 'BipartiteDispersion.three_sites_odd_order' depends on axioms: [propext, Classical.choice, Quot.sound]
```

## How the proof follows the derivation

`parity_mul_self`, `parity_commutes` and `parity_anticommutes` are the three relations for P. The last two compare entries and split on whether `s i = s j`: in one case the signs are related, in the other the matrix entry is zero. `coupling_reversal` is the identity D + gV = P(D − gV)P.

In `odd_orders_vanish`, the relation P(DV) = −(DV)P is stated as `SemiconjBy`, and `h.pow_right k` extends it to the k-th power. The facts `e1` and `e2` are the two evaluations of the trace, with `hk.neg_pow` supplying the sign for odd k; `linarith` concludes that the trace is zero. The determinant and the characteristic polynomial are both unchanged when two square factors are exchanged, which brings the two copies of P together. For the characteristic polynomial this replaces the conjugation of λ1 − D + gV used above.

`second_order_trace` multiplies the blocks and applies cyclicity once. `coupling_determinant` uses `Matrix.det_fromBlocks_one₂₂`, a Schur complement formula; the factorisation above proves the case needed here. `three_sites_odd_order` expands the 3 × 3 expressions and leaves the polynomial identities to `ring`.
